# To first order, the density n_i = N c_i² of a single real orbital changes by 2N c_i δc_i

Take one real spatial orbital with finitely many components c_i in an orthonormal basis, normalised so that Σ_i c_i² = 1. If it holds N electrons, where the Pauli principle allows at most two, the occupation of basis state i is n_i = N c_i². The declaration concerns this formula as a function of c, for any real N and without requiring c to be normalised. It states that the map from c to n is Fréchet differentiable at every c, and that its derivative sends a change v to the vector with components 2N c_i v_i. The attempt treats each component separately, differentiates y ↦ N y² at c_i, and composes the result with the projection c ↦ c_i by the chain rule.

As first written in Lean, the proof fails:

```lean
import Mathlib

open Matrix

namespace PseudopotentialUnscreening

noncomputable section

variable {ι : Type*} [Fintype ι]

/-- The density `n_i = N c_i ^ 2` of `N` electrons in the orbital `c`. -/
def density (N : ℝ) (c : ι → ℝ) : ι → ℝ := fun i => N * c i ^ 2

lemma hasFDerivAt_density (N : ℝ) (c : ι → ℝ) :
    HasFDerivAt (density N) (ContinuousLinearMap.pi fun i =>
      (2 * N * c i) • ContinuousLinearMap.proj (R := ℝ) (φ := fun _ : ι => ℝ) i) c := by
  refine hasFDerivAt_pi.2 fun i => ?_
  have h : HasDerivAt (fun y : ℝ => N * y ^ 2) (2 * N * c i) (c i) :=
    ((hasDerivAt_pow 2 (c i)).const_mul N).congr_deriv (by norm_num; ring)
  exact h.comp_hasFDerivAt c (hasFDerivAt_apply i c)

end

end PseudopotentialUnscreening
```

Compiling this gives:

```
Main.lean:20:29: error: Application type mismatch: The argument
  hasFDerivAt_apply i c
has type
  HasFDerivAt (fun f => f i) (ContinuousLinearMap.proj i) c
but is expected to have type
  HasFDerivAt (fun x => x i ^ 2) (ContinuousLinearMap.proj i) c
in the application
  HasDerivAt.comp_hasFDerivAt c ?m.140 (hasFDerivAt_apply i c)
Main.lean:20:8: error: Application type mismatch: The argument
  h
has type
  HasDerivAt (fun y => N * y ^ 2) (2 * N * c i) (c i)
but is expected to have type
  HasDerivAt (HMul.hMul N) (2 * N * c i) (c i ^ 2)
in the application
  HasDerivAt.comp_hasFDerivAt c h
```

What went wrong. Both errors come from one wrong splitting of a composite function. In the failing line, `exact` passes the goal's type to `HasDerivAt.comp_hasFDerivAt`, and Lean has to read the component N * x i ^ 2 as an outer function applied to an inner one. It takes multiplication by N as the outer function and `fun x => x i ^ 2` as the inner one. The first message says that `hasFDerivAt_apply i c` concerns `fun f => f i`, not that square; the second says that `h` differentiates `fun y => N * y ^ 2` at `c i`, not `HMul.hMul N` at `c i ^ 2`.

In the repair, `hcomp` is introduced without a stated type, so the goal no longer imposes a splitting, and `h` and `hp` determine the two functions. `exact hcomp` then only has to check that the resulting statement agrees with the goal by definition, which it does. `hp` writes out the projection and its derivative explicitly; the messages do not show whether that annotation is needed in itself.

The mended proof, as a diff:

```diff
@@ -18,5 +18,8 @@
   have h : HasDerivAt (fun y : ℝ => N * y ^ 2) (2 * N * c i) (c i) :=
     ((hasDerivAt_pow 2 (c i)).const_mul N).congr_deriv (by norm_num; ring)
-  exact h.comp_hasFDerivAt c (hasFDerivAt_apply i c)
+  have hp : HasFDerivAt (fun x : ι → ℝ => x i)
+      (ContinuousLinearMap.proj (R := ℝ) (φ := fun _ : ι => ℝ) i) c := hasFDerivAt_apply i c
+  have hcomp := h.comp_hasFDerivAt c hp
+  exact hcomp
 
 end
```
